# The value of a monic polynomial whose complex roots are reflected in the imaginary axis

Take a finite collection of complex energies, repetitions allowed, and the monic polynomial that has them as its roots. The lemma says what happens when every root a is replaced by −a*, its mirror image in the imaginary axis: the new polynomial at z equals the complex conjugate of the old one at −z*, times (−1)ⁿ, where n is the number of roots counted with multiplicity. The statement concerns only the roots and their polynomial; no Hamiltonian appears in it. The proof is by induction on the multiset of roots, splitting off one linear factor at a time and leaving the final algebra to `ring`.

In Lean, a first try:

```lean
import Mathlib

open Matrix ComplexConjugate

namespace NonHermitianChiralZeroMode

noncomputable section

/-- Reflection of a complex energy in the imaginary axis. -/
def reflect (z : ℂ) : ℂ := -conj z

/-- Reflecting all roots of a monic polynomial in the imaginary axis reflects its argument,
conjugates its value and multiplies it by a sign. -/
theorem eval_prod_reflect (s : Multiset ℂ) (z : ℂ) :
    (((s.map reflect).map fun a => Polynomial.X - Polynomial.C a).prod).eval z =
      (-1) ^ Multiset.card s *
        conj (((s.map fun a => Polynomial.X - Polynomial.C a).prod).eval (reflect z)) := by
  induction s using Multiset.induction_on with
  | empty => simp
  | cons a s ih =>
    simp only [Multiset.map_cons, Multiset.prod_cons, Polynomial.eval_mul, Multiset.card_cons]
    rw [ih]
    simp only [Polynomial.eval_sub, Polynomial.eval_X, Polynomial.eval_C, map_mul, map_sub,
      reflect, map_neg, Complex.conj_conj, pow_succ]
    ring

end

end NonHermitianChiralZeroMode
```

Lean reports:

```
Try this:
  [apply] ring_nf
  
  The `ring` tactic failed to close the goal. Use `ring_nf` to obtain a normal form.
    
  Note that `ring` works primarily in *commutative* rings. If you have a noncommutative ring, abelian group or module, consider using `noncomm_ring`, `abel` or `module` instead.
Main.lean:20:16: error: unsolved goals
case cons
z a : ℂ
s : Multiset ℂ
ih :
  Polynomial.eval z (Multiset.map (fun a => Polynomial.X - Polynomial.C a) (Multiset.map reflect s)).prod =
    (-1) ^ s.card *
      (starRingEnd ℂ) (Polynomial.eval (reflect z) (Multiset.map (fun a => Polynomial.X - Polynomial.C a) s).prod)
⊢ z *
          (starRingEnd ℂ)
            (Polynomial.eval (-(starRingEnd ℂ) z) (Multiset.map (fun x => Polynomial.X - Polynomial.C x) s).prod) *
        (-1) ^ s.card -
      Polynomial.eval z (-Polynomial.C ((starRingEnd ℂ) a)) *
          (starRingEnd ℂ)
            (Polynomial.eval (-(starRingEnd ℂ) z) (Multiset.map (fun x => Polynomial.X - Polynomial.C x) s).prod) *
        (-1) ^ s.card =
    z *
          (starRingEnd ℂ)
            (Polynomial.eval (-(starRingEnd ℂ) z) (Multiset.map (fun x => Polynomial.X - Polynomial.C x) s).prod) *
        (-1) ^ s.card +
      (starRingEnd ℂ)
            (Polynomial.eval (-(starRingEnd ℂ) z) (Multiset.map (fun x => Polynomial.X - Polynomial.C x) s).prod) *
          (starRingEnd ℂ) a *
        (-1) ^ s.card
```

As a diff, the version that Lean accepts:

```diff
@@ -21,6 +21,6 @@
     simp only [Multiset.map_cons, Multiset.prod_cons, Polynomial.eval_mul, Multiset.card_cons]
     rw [ih]
-    simp only [Polynomial.eval_sub, Polynomial.eval_X, Polynomial.eval_C, map_mul, map_sub,
-      reflect, map_neg, Complex.conj_conj, pow_succ]
+    simp only [Polynomial.eval_sub, Polynomial.eval_neg, Polynomial.eval_X, Polynomial.eval_C,
+      map_mul, map_sub, reflect, map_neg, Complex.conj_conj, pow_succ]
     ring
 
```

What went wrong. The error is in the induction step. `ring` could not close the goal, and its suggestion of `ring_nf` is no cure, since the goal displayed is what remains after normalisation.

That goal still contains `Polynomial.eval z (-Polynomial.C ((starRingEnd ℂ) a))`. Unfolding `reflect` had produced the constant polynomial `C (-conj a)`, and `map_neg` then moved the minus sign outside `C`. `Polynomial.eval_C` evaluates a bare `C`, not a negated one, and the `simp only` list had no rule for taking `eval` past the minus sign. `ring` treats the unevaluated term as an unknown quantity, so it cannot see that it equals `-conj a`, which is what makes the two sides agree.

The repair adds `Polynomial.eval_neg`, which turns the evaluation of a negated polynomial into the negative of its evaluation. `Polynomial.eval_C` then applies, and `ring` can finish. The other change in the diff is only a new line break in the list.
